# Weak localization in the large-N DMPK hierarchy: a unique order-one conductance correction for β ≠ 0

The disordered wire is represented by three real functions of its length, not by a random scattering matrix. Their equations, the large-$N$ DMPK hierarchy, are assumed here and not derived from the matrix ensemble.

Let $s\ge 0$ be the length in mean free paths, $N$ the number of channels and $T_n$ the transmission eigenvalues. The mean free path is that of the DMPK equation, fixed by the condition that a short wire reflects the fraction $s$ per channel; it need not equal the mean distance between collisions. To leading order $\langle\sum T_n^2\rangle = Nq$, while the mean dimensionless conductance is $\langle\sum T_n\rangle = Nt+a$ up to terms that vanish as $N\to\infty$ at fixed $s$. The symmetry index $\beta$ is 1 with time-reversal and spin-rotation symmetry, and 2 when time reversal is broken. The hierarchy reads

$$t'=-t^2,\qquad q'=-4tq+2t^2,$$
$$(\beta a+(2-\beta)t)'=-2\beta ta-(2-\beta)q,$$

with $t(0)=q(0)=1$ and $a(0)=0$: a wire of zero length transmits perfectly.

```lean
import Mathlib

open Set Filter Topology

namespace DMPKWeakLocalization

noncomputable section
```

Write $o(s)=1/(1+s)$, which is `ohmic` in Lean.

```lean
/-- Ohmic transmission per channel of a wire whose length is `s` mean free paths. -/
def ohmic (s : ℝ) : ℝ := 1 / (1 + s)
```

`Hierarchy β t q a` collects the initial values and equations. `HasDerivWithinAt … (Ici 0) s` is the derivative within $[0,\infty)$, hence one-sided at $s=0$. Values at negative $s$ are unconstrained.

```lean
/-- The large-`N` DMPK hierarchy at symmetry index `β`, for a wire that transmits perfectly at `s =
0`: `t` and `q` are the leading means per channel of `∑ Tₙ` and `∑ Tₙ²`, and `a` is the correction
of order one in `⟨∑ Tₙ⟩ = N t + a + O(1/N)`. -/
structure Hierarchy (β : ℝ) (t q a : ℝ → ℝ) : Prop where
  t_zero : t 0 = 1
  q_zero : q 0 = 1
  a_zero : a 0 = 0
  t_eq : ∀ s, 0 ≤ s → HasDerivWithinAt t (-(t s) ^ 2) (Ici 0) s
  q_eq : ∀ s, 0 ≤ s → HasDerivWithinAt q (-4 * t s * q s + 2 * t s ^ 2) (Ici 0) s
  a_eq : ∀ s, 0 ≤ s → HasDerivWithinAt (fun x => β * a x + (2 - β) * t x)
    (-2 * β * t s * a s - (2 - β) * q s) (Ici 0) s
```

## (a) Linear decay from zero

Let $c$ be continuous on $[0,\infty)$, $w(0)=0$ and $w'=-cw$. Show that, for every $S\ge0$,
$$w(S)=0.$$

**Solution.** On $[0,S]$ there is a bound $|c|\le K$. Put $E=w^2e^{-2Ks}$. Then $E'=-2(K+c)E\le0$, so $0\le E(S)\le E(0)=0$. The exponential is positive, hence $w(S)=0$.

In the proof, compactness supplies `K`, `hd` computes $E'$, and `anti` states that $E$ does not increase.

```lean
/-- A quantity that starts at zero and obeys the linear law `w' = -c w` with a continuous rate `c`
stays zero. -/
theorem eq_zero_of_linear {w c : ℝ → ℝ} (hc : ContinuousOn c (Ici 0)) (h0 : w 0 = 0)
    (hw : ∀ s, 0 ≤ s → HasDerivWithinAt w (-(c s * w s)) (Ici 0) s)
    {S : ℝ} (hS : 0 ≤ S) : w S = 0 := by
  have hsub : Icc 0 S ⊆ Ici (0 : ℝ) := fun x hx => hx.1
  obtain ⟨K, hK⟩ := isCompact_Icc.exists_bound_of_continuousOn (hc.mono hsub)
  -- the square of w, damped by the bound K on the rate, cannot grow
  have hd : ∀ s, 0 ≤ s → HasDerivWithinAt (fun x => w x * w x * Real.exp (-(2 * K) * x))
      (-(2 * (K + c s) * (w s * w s * Real.exp (-(2 * K) * s)))) (Ici 0) s := by
    intro s hs
    have hl : HasDerivAt (fun x : ℝ => -(2 * K) * x) (-(2 * K)) s := by
      have h := (hasDerivAt_id' s).const_mul (-(2 * K))
      rwa [mul_one] at h
    refine (((hw s hs).fun_mul (hw s hs)).fun_mul hl.exp.hasDerivWithinAt).congr_deriv ?_
    ring
  have anti : AntitoneOn (fun x => w x * w x * Real.exp (-(2 * K) * x)) (Icc 0 S) := by
    refine antitoneOn_of_hasDerivWithinAt_nonpos
      (f' := fun s => -(2 * (K + c s) * (w s * w s * Real.exp (-(2 * K) * s))))
      (convex_Icc 0 S) (fun s hs => (hd s hs.1).continuousWithinAt.mono hsub) ?_ ?_
    · intro s hs
      have hs' : s ∈ Icc 0 S := interior_subset hs
      exact (hd s hs'.1).mono (interior_subset.trans hsub)
    · intro s hs
      have hb := hK s (interior_subset hs)
      rw [Real.norm_eq_abs] at hb
      have h1 : 0 ≤ K + c s := by linarith [(abs_le.1 hb).1]
      have h2 : 0 ≤ w s * w s * Real.exp (-(2 * K) * s) :=
        mul_nonneg (mul_self_nonneg _) (Real.exp_pos _).le
      have h3 := mul_nonneg h1 h2
      show -(2 * (K + c s) * (w s * w s * Real.exp (-(2 * K) * s))) ≤ 0
      linarith
  have h : w S * w S * Real.exp (-(2 * K) * S) ≤ w 0 * w 0 * Real.exp (-(2 * K) * 0) :=
    anti ⟨le_refl 0, hS⟩ ⟨hS, le_refl S⟩ hS
  rw [h0, zero_mul, zero_mul] at h
  by_contra hne
  exact absurd h (not_le_of_gt (mul_pos (mul_self_pos.2 hne) (Real.exp_pos _)))
```

## (b) Slope of the ohmic function

Show that, for $s\ge0$,
$$o'=-o^2.$$

**Solution.** The quotient rule gives $o'=-1/(1+s)^2$. Lean does the same, with $1+s\ne0$ as `hne`.

```lean
/-- The ohmic transmission obeys the leading-order scaling equation `t' = -t²`. -/
theorem ohmic_deriv {s : ℝ} (hs : 0 ≤ s) : HasDerivAt ohmic (-(ohmic s) ^ 2) s := by
  have hne : 1 + s ≠ 0 := by positivity
  have h := (hasDerivAt_const s (1 : ℝ)).fun_div ((hasDerivAt_id' s).const_add 1) hne
  refine HasDerivAt.congr_deriv (f := ohmic) h ?_
  unfold ohmic
  field_simp
  ring
```

## (c) The reflected fraction

Show that, for $s\ge0$,
$$\frac{s}{1+s}=1-o(s).$$

**Solution.** $1-\frac1{1+s}=\frac{(1+s)-1}{1+s}$. Clearing the denominator is also the Lean proof.

```lean
/-- The fraction `s / (1 + s)` is the ohmic reflection per channel. -/
theorem reflection_eq {s : ℝ} (hs : 0 ≤ s) : s / (1 + s) = 1 - ohmic s := by
  have hne : 1 + s ≠ 0 := by positivity
  unfold ohmic
  field_simp
  ring
```

## (d) Slope of a quartic in o

Let $p=\frac23o+\frac13o^4$. Show that
$$p'=-\tfrac23o^2-\tfrac43o^5.$$

**Solution.** By (b), the terms contribute $\frac23(-o^2)$ and $\frac13\cdot4o^3(-o^2)$. The Lean proof combines the same sum and power rules.

```lean
/-- Derivative of the closed form of the mean of `∑ Tₙ²` per channel. -/
theorem second_deriv {s : ℝ} (hs : 0 ≤ s) :
    HasDerivAt (fun x => 2 / 3 * ohmic x + 1 / 3 * ohmic x ^ 4)
      (-(2 / 3) * ohmic s ^ 2 - 4 / 3 * ohmic s ^ 5) s := by
  have h := ohmic_deriv hs
  refine ((h.const_mul (2 / 3)).fun_add ((h.fun_pow 4).const_mul (1 / 3))).congr_deriv ?_
  push_cast
  ring
```

## (e) Slope of a cubic in 1 − o

Let $r=1-o$ and $F=\frac{\beta-2}3r^3+(2-\beta)o$. Show that
$$F'=(\beta-2)r^2o^2-(2-\beta)o^2.$$

**Solution.** Since $r'=o^2$, the cube contributes $(\beta-2)r^2o^2$; the last term follows from (b).

```lean
/-- Derivative of the closed form of the combination `β a + (2 - β) t`. -/
theorem correction_deriv (β : ℝ) {s : ℝ} (hs : 0 ≤ s) :
    HasDerivAt (fun x => (β - 2) / 3 * (1 - ohmic x) ^ 3 + (2 - β) * ohmic x)
      ((β - 2) * (1 - ohmic s) ^ 2 * ohmic s ^ 2 - (2 - β) * ohmic s ^ 2) s := by
  have h := ohmic_deriv hs
  refine ((((h.const_sub 1).fun_pow 3).const_mul ((β - 2) / 3)).fun_add
    (h.const_mul (2 - β))).congr_deriv ?_
  push_cast
  ring
```

## (f) Solving the hierarchy

For $\beta\ne0$, show that $t,q,a$ solve the hierarchy exactly when, for all $s\ge0$,
$$t=o,\qquad q=\tfrac23o+\tfrac13o^4,\qquad a=\frac{1-2/\beta}{3}\Big(\frac{s}{1+s}\Big)^3.$$

**Solution.** Apply (a) three times.

- $w=(1+s)t-1$ has $w'=t-(1+s)t^2=-tw$, so $t=o$.
- By (d), $p'=-4op+2o^2$. Thus $w=q-p$ has $w'=-4ow$, so $q=p$.
- $w=\beta a+(2-\beta)t-F=\beta a-\frac{\beta-2}3r^3$. Its derivative is
$$w'=-2\beta oa+(\beta-2)(p-r^2o^2-o^2).$$
Expanding gives $p-r^2o^2-o^2=\frac23or^3$, so $w'=-2ow$ and $w=0$. Divide by $\beta$ and use (c).

Conversely, (b), (d), (e) and the same identities show that the closed forms satisfy the equations; at $s=0$, $o=p=1$ and $r=0$.

The Lean proof follows these steps with rates `t`, `4 * t` and `2 * t`. In the converse, `congr` transfers derivatives between functions that agree on $s\ge0$.

```lean
/-- For `β ≠ 0`, three functions solve the large-`N` DMPK hierarchy exactly when, on `s ≥ 0`, they
are the ohmic transmission, the stated second moment, and the correction
`(1 - 2/β)/3 · (s/(1+s))³`. -/
theorem hierarchy_iff {β : ℝ} (hβ : β ≠ 0) {t q a : ℝ → ℝ} :
    Hierarchy β t q a ↔ ∀ s, 0 ≤ s → t s = ohmic s ∧
      q s = 2 / 3 * ohmic s + 1 / 3 * ohmic s ^ 4 ∧
      a s = (1 - 2 / β) / 3 * (s / (1 + s)) ^ 3 := by
  have o0 : ohmic 0 = 1 := by norm_num [ohmic]
  constructor
  · intro H
    have ct : ContinuousOn t (Ici 0) := fun s hs => (H.t_eq s hs).continuousWithinAt
    -- Ohm's law: (1 + s) t - 1 obeys a linear equation with rate t
    have ht : ∀ s, 0 ≤ s → t s = ohmic s := by
      intro s hs
      have h := eq_zero_of_linear (w := fun x => (1 + x) * t x - 1) ct
        (by simp [H.t_zero]) (fun x hx => by
          refine ((((hasDerivAt_id' x).const_add 1).hasDerivWithinAt.fun_mul
            (H.t_eq x hx)).sub_const 1).congr_deriv ?_
          ring) hs
      have hne : 1 + s ≠ 0 := by positivity
      unfold ohmic
      rw [eq_div_iff hne]
      linarith
    -- the second moment relaxes to its closed form at rate 4 t
    have hq : ∀ s, 0 ≤ s → q s = 2 / 3 * ohmic s + 1 / 3 * ohmic s ^ 4 := by
      intro s hs
      have h := eq_zero_of_linear (c := fun x => 4 * t x)
        (w := fun x => q x - (2 / 3 * ohmic x + 1 / 3 * ohmic x ^ 4))
        (continuousOn_const.mul ct) (by norm_num [H.q_zero, o0]) (fun x hx => by
          refine ((H.q_eq x hx).fun_sub (second_deriv hx).hasDerivWithinAt).congr_deriv ?_
          rw [ht x hx]
          ring) hs
      exact sub_eq_zero.1 h
    intro s hs
    refine ⟨ht s hs, hq s hs, ?_⟩
    -- the correction relaxes to its closed form at rate 2 t
    have h := eq_zero_of_linear (c := fun x => 2 * t x)
      (w := fun x => (β * a x + (2 - β) * t x) -
        ((β - 2) / 3 * (1 - ohmic x) ^ 3 + (2 - β) * ohmic x))
      (continuousOn_const.mul ct) (by simp [H.a_zero, H.t_zero, o0]) (fun x hx => by
        refine ((H.a_eq x hx).fun_sub (correction_deriv β hx).hasDerivWithinAt).congr_deriv ?_
        rw [hq x hx, ht x hx]
        ring) hs
    have h' : β * a s = (β - 2) / 3 * (1 - ohmic s) ^ 3 := by
      have h2 := sub_eq_zero.1 h
      rw [ht s hs] at h2
      linarith
    rw [reflection_eq hs]
    apply mul_left_cancel₀ hβ
    rw [h']
    field_simp
  · intro h
    have hb : ∀ x, 0 ≤ x → β * a x + (2 - β) * t x =
        (β - 2) / 3 * (1 - ohmic x) ^ 3 + (2 - β) * ohmic x := by
      intro x hx
      rw [(h x hx).1, (h x hx).2.2, reflection_eq hx]
      field_simp
    refine ⟨by rw [(h 0 le_rfl).1, o0], by rw [(h 0 le_rfl).2.1, o0]; norm_num,
      by rw [(h 0 le_rfl).2.2]; simp, fun s hs => ?_, fun s hs => ?_, fun s hs => ?_⟩
    · rw [(h s hs).1]
      exact (ohmic_deriv hs).hasDerivWithinAt.congr (fun x hx => (h x hx).1) (h s hs).1
    · refine ((second_deriv hs).hasDerivWithinAt.congr (fun x hx => (h x hx).2.1)
        (h s hs).2.1).congr_deriv ?_
      rw [(h s hs).1, (h s hs).2.1]
      ring
    · refine ((correction_deriv β hs).hasDerivWithinAt.congr (fun x hx => hb x hx)
        (hb s hs)).congr_deriv ?_
      have e : β * a s = (β - 2) / 3 * (1 - ohmic s) ^ 3 := by
        have e1 := hb s hs
        rw [(h s hs).1] at e1
        linarith
      rw [(h s hs).1, (h s hs).2.1]
      linear_combination 2 * ohmic s * e
```

## (g) The long-wire limit

For a solution with $\beta\ne0$, show that
$$\lim_{s\to\infty}a(s)=\frac{1-2/\beta}3.$$

**Solution.** As $o\to0$, $(1-o)^3\to1$; insert this in (f). Lean uses the closed form only for $s\ge0$, which suffices at infinity.

For non-interacting electrons in a phase-coherent quasi-one-dimensional wire, this is the weak-localization correction: $-\frac13$ at $\beta=1$, in units of $2e^2/h$ if each spin-degenerate channel is counted once in $N$, and zero at $\beta=2$. Large $N$ is taken before large $s$, so the limit describes the metallic regime and not exponential localization.

```lean
/-- For `β ≠ 0` the order-one correction to the mean conductance tends to `(1 - 2/β)/3` as
`s → ∞`. -/
theorem correction_tendsto {β : ℝ} (hβ : β ≠ 0) {t q a : ℝ → ℝ} (H : Hierarchy β t q a) :
    Tendsto a atTop (𝓝 ((1 - 2 / β) / 3)) := by
  have h1 : Tendsto (fun s : ℝ => 1 + s) atTop atTop :=
    tendsto_atTop_add_const_left _ 1 tendsto_id
  have h2 : Tendsto ohmic atTop (𝓝 0) :=
    h1.inv_tendsto_atTop.congr (fun s => by simp [ohmic])
  have h3 := ((h2.const_sub 1).pow 3).const_mul ((1 - 2 / β) / 3)
  rw [sub_zero, one_pow, mul_one] at h3
  refine h3.congr' ?_
  filter_upwards [eventually_ge_atTop (0 : ℝ)] with s hs
  rw [((hierarchy_iff hβ).1 H s hs).2.2, reflection_eq hs]
```

## (h) The orthogonal class as one equation

With $u=1+s$, show that
$$a'+\frac{2a}{u}=\frac1{u^2}-\frac2{3u}-\frac1{3u^4},\qquad a(0)=0$$
holds on $s\ge0$ exactly when
$$a(s)=-\frac13\Big(\frac{s}{1+s}\Big)^3.$$

**Solution.** At $\beta=1$, inserting $t=o$ and $q=p$ in the hierarchy gives $a'-o^2=-2oa-p$. With $o=1/u$ this is the stated equation, so (f) gives both directions. The limit is $-\frac13$ by (g).

In Lean, `e` rewrites the right-hand side in terms of `ohmic`, and `H` assembles the hierarchy at $\beta=1$.

```lean
/-- The orthogonal-class equation `a' + 2a/u = 1/u² - 2/(3u) - 1/(3u⁴)`, `u = 1 + s`, with
`a(0) = 0`, holds on `s ≥ 0` exactly when `a(s) = -(1/3)(s/(1+s))³` there. -/
theorem orthogonal_iff {a : ℝ → ℝ} :
    (a 0 = 0 ∧ ∀ s, 0 ≤ s → HasDerivWithinAt a (1 / (1 + s) ^ 2 - 2 / (3 * (1 + s))
      - 1 / (3 * (1 + s) ^ 4) - 2 * a s / (1 + s)) (Ici 0) s) ↔
    ∀ s, 0 ≤ s → a s = -(1 / 3) * (s / (1 + s)) ^ 3 := by
  have e : ∀ s, 0 ≤ s → 1 / (1 + s) ^ 2 - 2 / (3 * (1 + s)) - 1 / (3 * (1 + s) ^ 4)
      - 2 * a s / (1 + s) = ohmic s ^ 2 - (2 / 3 * ohmic s + 1 / 3 * ohmic s ^ 4)
      - 2 * ohmic s * a s := by
    intro s hs
    have hne : 1 + s ≠ 0 := by positivity
    unfold ohmic
    field_simp
    ring
  constructor
  · rintro ⟨h0, h⟩ s hs
    -- together with the ohmic moments, a solves the hierarchy at β = 1
    have B := (hierarchy_iff (one_ne_zero : (1 : ℝ) ≠ 0) (t := ohmic)
      (q := fun x => 2 / 3 * ohmic x + 1 / 3 * ohmic x ^ 4)
      (a := fun x => (1 - 2 / 1) / 3 * (x / (1 + x)) ^ 3)).2 (fun _ _ => ⟨rfl, rfl, rfl⟩)
    have H : Hierarchy 1 ohmic (fun x => 2 / 3 * ohmic x + 1 / 3 * ohmic x ^ 4) a :=
      ⟨B.t_zero, B.q_zero, h0, B.t_eq, B.q_eq, fun x hx => by
        refine (((h x hx).const_mul 1).fun_add
          ((ohmic_deriv hx).hasDerivWithinAt.const_mul (2 - 1))).congr_deriv ?_
        rw [e x hx]
        ring⟩
    rw [((hierarchy_iff one_ne_zero).1 H s hs).2.2]
    ring
  · intro h
    have H : Hierarchy 1 ohmic (fun x => 2 / 3 * ohmic x + 1 / 3 * ohmic x ^ 4) a :=
      (hierarchy_iff one_ne_zero).2 (fun s hs => ⟨rfl, rfl, by rw [h s hs]; ring⟩)
    refine ⟨H.a_zero, fun s hs => ?_⟩
    refine (((H.a_eq s hs).fun_sub (ohmic_deriv hs).hasDerivWithinAt).congr
      (fun x _ => by ring) (by ring)).congr_deriv ?_
    rw [e s hs]
    ring

end

end DMPKWeakLocalization
```

```lean
#print axioms DMPKWeakLocalization.correction_tendsto
#print axioms DMPKWeakLocalization.orthogonal_iff
```

```
'DMPKWeakLocalization.correction_tendsto' depends on axioms: [propext, Classical.choice, Quot.sound]
'DMPKWeakLocalization.orthogonal_iff' depends on axioms: [propext, Classical.choice, Quot.sound]
```
